# A radial total derivative integrates to zero when its boundary terms vanish

In radial problems, the integral of a total derivative over all distances r > 0 leaves only boundary terms, and this lemma says that the integral is zero when those terms vanish. Precisely, let F be a real function with derivative f(r) at every r > 0, let f be integrable on (0, ∞), and let F tend to 0 both as r → 0 from the right and as r → ∞; then ∫₀^∞ f(r) dr = 0. No Hamiltonian or wavefunction enters the statement, and the value of F at the origin itself is unrestricted. The proof resets that value to 0, which makes the function continuous from the right there, and then applies the fundamental theorem of calculus on the half-line.

The failing Lean file:

```lean
import Mathlib

open MeasureTheory Set Filter
open scoped Topology

namespace DiracCoulombMoments

noncomputable section

/-- The integral of a derivative over the half-line vanishes when the boundary terms do. -/
theorem integral_eq_zero_of_boundary {F f : ℝ → ℝ} (hF : ∀ r > 0, HasDerivAt F (f r) r)
    (hf : IntegrableOn f (Ioi 0)) (h0 : Tendsto F (𝓝[>] 0) (𝓝 0))
    (hi : Tendsto F atTop (𝓝 0)) : ∫ r in Ioi (0 : ℝ), f r = 0 := by
  -- give F its limiting value at the origin
  have hc : ContinuousWithinAt (Function.update F 0 0) (Ici 0) 0 := by
    rw [continuousWithinAt_update_same, Ici_diff_left]
    exact h0
  have hd : ∀ r ∈ Ioi (0 : ℝ), HasDerivAt (Function.update F 0 0) (f r) r := by
    intro r hr
    refine (hF r hr).congr_of_eventuallyEq ?_
    filter_upwards [Ioi_mem_nhds (mem_Ioi.1 hr)] with x hx
    exact Function.update_of_ne (mem_Ioi.1 hx).ne' _ _
  have ht : Tendsto (Function.update F 0 0) atTop (𝓝 0) := by
    refine hi.congr' ?_
    filter_upwards [Ioi_mem_atTop (0 : ℝ)] with x hx
    exact (Function.update_of_ne (mem_Ioi.1 hx).ne' _ _).symm
  rw [integral_Ioi_of_hasDerivAt_of_tendsto hc hd hf ht, Function.update_self, sub_zero]

end

end DiracCoulombMoments
```

The error:

```
Main.lean:16:40: error(lean.unknownIdentifier): Unknown identifier `Ici_diff_left`
```

After these edits no error is left:

```diff
@@ -14,5 +14,12 @@
   -- give F its limiting value at the origin
   have hc : ContinuousWithinAt (Function.update F 0 0) (Ici 0) 0 := by
-    rw [continuousWithinAt_update_same, Ici_diff_left]
+    have hs : Ici (0 : ℝ) \ {0} = Ioi 0 := by
+      ext x
+      constructor
+      · rintro ⟨h1, h2⟩
+        exact mem_Ioi.2 (lt_of_le_of_ne (mem_Ici.1 h1) (fun e => h2 e.symm))
+      · intro hx
+        exact ⟨mem_Ici.2 (mem_Ioi.1 hx).le, fun e => (mem_Ioi.1 hx).ne' e⟩
+    rw [continuousWithinAt_update_same, hs]
     exact h0
   have hd : ∀ r ∈ Ioi (0 : ℝ), HasDerivAt (Function.update F 0 0) (f r) r := by
```

The message says that Lean finds no declaration called `Ici_diff_left` in scope, even with the namespace `Set` open. The name was meant to supply a set identity needed in the proof of `hc`. Rewriting with `continuousWithinAt_update_same` turns continuity of the updated function at 0 into a limit of `F` at 0 within `Ici 0 \ {0}`, the closed half-line with its endpoint removed. The hypothesis `h0` gives that limit within `Ioi 0`, the open half-line, so the two sets must be identified before `exact h0` can close the goal.

The repair proves the identity on the spot, as `hs`, by comparing elements. If 0 ≤ x and x ≠ 0, then 0 < x, by `lt_of_le_of_ne`; conversely, 0 < x gives both 0 ≤ x and x ≠ 0. Rewriting with `hs` in place of the unknown name puts the goal in the form of `h0`, and the rest of the proof stands unchanged.
